# Joining two number-conserving finite clusters by particle hopping never raises the ground energy above the sum of theirs

**Q.** Before any theorem: what is a cluster here, and what is its ground energy?

**A.** Each cluster has a finite basis, labelled by `m` for the first and `n` for the second. Its Hamiltonian is a complex matrix, A or B. The bonds between the clusters carry labels k from a finite type `κ`.

In Lean 4 with Mathlib:

```lean
import Mathlib

open Matrix
open scoped Kronecker ComplexOrder

namespace JoinedClusters

variable {m n κ : Type*} [Fintype m] [DecidableEq m] [Fintype n] [DecidableEq n] [Fintype κ]
```

An energy level of H is a real number e with Hv = ev for some v ≠ 0. The ground energy is the least level.

```lean
/-- The energy levels of a matrix `H`: the real numbers that have a nonzero eigenvector. -/
def energyLevels (H : Matrix n n ℂ) : Set ℝ :=
  {e | ∃ v : n → ℂ, v ≠ 0 ∧ H *ᵥ v = (e : ℂ) • v}

/-- `E` is the ground energy of `H`: the least of its energy levels. -/
def IsGroundEnergy (H : Matrix n n ℂ) (E : ℝ) : Prop := IsLeast (energyLevels H) E
```

A product state φ⊗ψ has components φ(i)ψ(j). With † written as `ᴴ` in the code, and hopping amplitudes absorbed into the matrices, the joined system is

T = Σₖ (Cₖ⊗Dₖ + Cₖ†⊗Dₖ†)

H = A⊗1 + 1⊗B + T

```lean
/-- The product of a state of the first cluster and a state of the second. -/
def productState (φ : m → ℂ) (ψ : n → ℂ) : m × n → ℂ := fun p => φ p.1 * ψ p.2

/-- Hopping between the clusters: a sum over bonds `k` of `C k ⊗ D k` and its adjoint. -/
def hopping (C : κ → Matrix m m ℂ) (D : κ → Matrix n n ℂ) : Matrix (m × n) (m × n) ℂ :=
  ∑ k, (C k ⊗ₖ D k + (C k)ᴴ ⊗ₖ (D k)ᴴ)

/-- The Hamiltonian of two clusters `A` and `B` joined by hopping. -/
def joined (A : Matrix m m ℂ) (B : Matrix n n ℂ) (C : κ → Matrix m m ℂ)
    (D : κ → Matrix n n ℂ) : Matrix (m × n) (m × n) ℂ :=
  A ⊗ₖ 1 + 1 ⊗ₖ B + hopping C D
```

**Q.** Electrons anticommute. A plain tensor product ignores that.

**A.** The sign fits into Cₖ. Let N be the particle number of the first cluster and P = (−1)^N. If c† creates in the first cluster and d annihilates in the second, the product c†d is represented by (c†P)⊗d. Take C = c†P and D = d. Since P commutes with N, this C still adds one particle.

**Q.** Then what exactly is claimed?

**A.** Let A, B and N be Hermitian, with

NA = AN and NCₖ − CₖN = Cₖ for every k.

If EA, EB and E are the ground energies of A, B and H, then E ≤ EA + EB. The first relation says that the isolated first cluster conserves its particle number, the second that Cₖ adds one particle to it. Nothing is required of Dₖ.

For two finite open Hubbard clusters joined by hopping alone, the separate energies therefore add up to an upper bound on the energy of the joined pair. Each minimum runs over all particle numbers, so a chemical potential belongs inside A and B; a comparison at fixed total filling is a different statement. H also contains no interaction between the clusters, such as a repulsion across the bond.

**Q.** You assume that E is a ground energy. Does one exist?

**A.** Yes, for every Hermitian matrix of positive size. The first lemma shows that Mathlib's eigenvalues are levels in our sense, so the set of levels is nonempty. It is also finite, and hence has a least element.

```lean
lemma eigenvalue_mem {H : Matrix n n ℂ} (hH : H.IsHermitian) (i : n) :
    hH.eigenvalues i ∈ energyLevels H := by
  refine ⟨(hH.eigenvectorBasis i).ofLp, fun h => ?_, ?_⟩
  · exact hH.eigenvectorBasis.orthonormal.ne_zero i (by ext j; exact congrFun h j)
  · rw [hH.mulVec_eigenvectorBasis i]
    ext j
    simp only [Pi.smul_apply, Complex.real_smul, smul_eq_mul]

/-- Every Hermitian matrix of positive size has a ground energy. -/
theorem exists_groundEnergy [Nonempty n] {H : Matrix n n ℂ} (hH : H.IsHermitian) :
    ∃ E, IsGroundEnergy H E := by
  have hfin : (energyLevels H).Finite := by
    refine ((Module.End.finite_hasEigenvalue H.mulVecLin).preimage
      Complex.ofReal_injective.injOn).subset ?_
    rintro e ⟨v, hv0, hv⟩
    exact Module.End.hasEigenvalue_of_hasEigenvector
      ⟨Module.End.mem_eigenspace_iff.mpr hv, hv0⟩
  obtain ⟨E, hE, hmin⟩ := Set.exists_min_image (energyLevels H) id hfin
    ⟨_, eigenvalue_mem hH (Classical.arbitrary n)⟩
  exact ⟨E, hE, fun e he => hmin e he⟩
```

**Q.** And the variational principle?

**A.** It is proved too. Write ⟨v,w⟩ for `star v ⬝ᵥ w`. Vectors are not normalised, so the mean energy e is defined by ⟨v,Hv⟩ = e⟨v,v⟩. If λ is an eigenvalue of H − E, then E + λ is a level of H, so λ ≥ 0. Thus H − E is positive semidefinite (`hP`), and

0 ≤ ⟨v,(H − E)v⟩ = (e − E)⟨v,v⟩,

which is `hq`. Since ⟨v,v⟩ > 0, E ≤ e. If e = E, write H − E = R†R: then ‖Rv‖² = 0, so Rv = 0 and (H − E)v = 0. The code takes this last step from `dotProduct_mulVec_zero_iff`.

```lean
/-- Variational principle: the mean energy `e` of a nonzero state is at least the ground energy
of a Hermitian `H`, and a state whose mean energy equals it is an eigenstate. -/
theorem variational_principle {H : Matrix n n ℂ} (hH : H.IsHermitian) {E e : ℝ}
    (hE : IsGroundEnergy H E) {v : n → ℂ} (hv : v ≠ 0)
    (he : star v ⬝ᵥ H *ᵥ v = (e : ℂ) * (star v ⬝ᵥ v)) :
    E ≤ e ∧ (e = E → H *ᵥ v = (E : ℂ) • v) := by
  have hK : (H - (E : ℂ) • (1 : Matrix n n ℂ)).IsHermitian := by
    unfold Matrix.IsHermitian
    rw [Matrix.conjTranspose_sub, Matrix.conjTranspose_smul, Matrix.conjTranspose_one, hH.eq]
    simp
  -- measured from the ground energy, all levels are nonnegative
  have hP : (H - (E : ℂ) • (1 : Matrix n n ℂ)).PosSemidef := by
    rw [hK.posSemidef_iff_eigenvalues_nonneg]
    intro i
    obtain ⟨w, hw0, hw⟩ := eigenvalue_mem hK i
    rw [Matrix.sub_mulVec, Matrix.smul_mulVec, Matrix.one_mulVec] at hw
    have hle : E ≤ E + hK.eigenvalues i := hE.2 ⟨w, hw0, by
      rw [sub_eq_iff_eq_add.mp hw, ← add_smul, Complex.ofReal_add, add_comm]⟩
    change (0 : ℝ) ≤ hK.eigenvalues i
    linarith
  have hq : star v ⬝ᵥ (H - (E : ℂ) • (1 : Matrix n n ℂ)) *ᵥ v
      = ((e - E : ℝ) : ℂ) * (star v ⬝ᵥ v) := by
    rw [Matrix.sub_mulVec, Matrix.smul_mulVec, Matrix.one_mulVec, dotProduct_sub,
      dotProduct_smul, he, smul_eq_mul]
    push_cast
    ring
  constructor
  · have hpos : 0 < star v ⬝ᵥ v := lt_of_le_of_ne (dotProduct_star_self_nonneg v)
      (Ne.symm (mt dotProduct_star_self_eq_zero.mp hv))
    have hr := (Complex.lt_def.mp hpos).1
    have h := hP.dotProduct_mulVec_nonneg v
    rw [hq] at h
    have h' := (Complex.le_def.mp h).1
    rw [Complex.re_ofReal_mul] at h'
    rw [Complex.zero_re] at h' hr
    by_contra hc
    nlinarith [mul_pos (sub_pos.mpr (not_le.mp hc)) hr]
  · intro h
    have h0 := (hP.dotProduct_mulVec_zero_iff v).mp (by rw [hq, h]; simp)
    rw [Matrix.sub_mulVec, Matrix.smul_mulVec, Matrix.one_mulVec] at h0
    exact sub_eq_zero.mp h0
```

**Q.** A degenerate ground state of A may mix particle numbers. Its mean hopping need not vanish.

**A.** So we choose a better one. If Aφ = aφ, then

A(Nφ) = N(Aφ) = a(Nφ),

so N maps the eigenspace into itself; this is `hmaps`. A linear map on a nonzero finite-dimensional complex space has an eigenvector, which gives φ with Aφ = aφ and Nφ = νφ.

```lean
omit [DecidableEq m] in
/-- If `N` commutes with `A`, every energy level of `A` has an eigenstate that is also an
eigenstate of `N`. -/
theorem exists_number_eigenstate {A N : Matrix m m ℂ} (hNA : N * A = A * N) {a : ℝ}
    (ha : a ∈ energyLevels A) :
    ∃ (φ : m → ℂ) (ν : ℂ), φ ≠ 0 ∧ A *ᵥ φ = (a : ℂ) • φ ∧ N *ᵥ φ = ν • φ := by
  obtain ⟨φ₀, h0, hφ₀⟩ := ha
  -- `N` maps the eigenspace of `A` into itself
  have hmaps : ∀ x ∈ Module.End.eigenspace A.mulVecLin (a : ℂ),
      N.mulVecLin x ∈ Module.End.eigenspace A.mulVecLin (a : ℂ) := by
    intro x hx
    simp only [Module.End.mem_eigenspace_iff, Matrix.mulVecLin_apply] at hx ⊢
    rw [Matrix.mulVec_mulVec, ← hNA, ← Matrix.mulVec_mulVec, hx, Matrix.mulVec_smul]
  have : Nontrivial (Module.End.eigenspace A.mulVecLin (a : ℂ)) :=
    ⟨⟨⟨φ₀, Module.End.mem_eigenspace_iff.mpr hφ₀⟩, 0, fun h => h0 (congrArg Subtype.val h)⟩⟩
  obtain ⟨ν, hν⟩ := Module.End.exists_eigenvalue (N.mulVecLin.restrict hmaps)
  obtain ⟨φ, hφ⟩ := hν.exists_hasEigenvector
  exact ⟨φ, ν, fun h => hφ.2 (Subtype.ext h), Module.End.mem_eigenspace_iff.mp φ.2,
    congrArg Subtype.val hφ.apply_eq_smul⟩
```

In that state Cₖ has zero mean. Because N is Hermitian, ν⟨φ,φ⟩ = ⟨φ,Nφ⟩ = ν̄⟨φ,φ⟩, so ν is real (`hν`). Then, in `key`,

⟨φ,Cₖφ⟩ = ⟨φ,(NCₖ − CₖN)φ⟩ = (ν − ν)⟨φ,Cₖφ⟩ = 0.

```lean
omit [DecidableEq m] in
/-- An operator `C` that raises a Hermitian `N` by one has zero mean in every
eigenstate of `N`. -/
theorem mean_raising_eq_zero {N C : Matrix m m ℂ} (hN : N.IsHermitian)
    (hC : N * C - C * N = C) {φ : m → ℂ} {ν : ℂ} (hφ : N *ᵥ φ = ν • φ) :
    star φ ⬝ᵥ C *ᵥ φ = 0 := by
  by_cases h0 : φ = 0
  · simp [h0]
  have hl : star φ ᵥ* N = star ν • star φ := by
    have h := Matrix.star_mulVec N φ
    rw [hN.eq, hφ, star_smul] at h
    exact h.symm
  have h1 : ∀ x, star φ ⬝ᵥ N *ᵥ x = star ν * (star φ ⬝ᵥ x) := fun x => by
    rw [Matrix.dotProduct_mulVec, hl, smul_dotProduct, smul_eq_mul]
  -- the particle number is real
  have hν : star ν = ν := by
    have h := h1 φ
    rw [hφ, dotProduct_smul, smul_eq_mul] at h
    exact (mul_right_cancel₀ (mt dotProduct_star_self_eq_zero.mp h0) h).symm
  have key : star φ ⬝ᵥ (N * C - C * N) *ᵥ φ = star φ ⬝ᵥ C *ᵥ φ := by rw [hC]
  rw [Matrix.sub_mulVec, dotProduct_sub, ← Matrix.mulVec_mulVec, ← Matrix.mulVec_mulVec, h1,
    hφ, Matrix.mulVec_smul, dotProduct_smul, hν, smul_eq_mul, sub_self] at key
  exact key.symm
```

**Q.** That concerns one cluster. How does it reach the joined system?

**A.** Through two product rules:

(X⊗Y)(φ⊗ψ) = Xφ⊗Yψ

⟨φ⊗ψ,φ′⊗ψ′⟩ = ⟨φ,φ′⟩⟨ψ,ψ′⟩

```lean
omit [DecidableEq m] [DecidableEq n] in
lemma kron_mulVec (A : Matrix m m ℂ) (B : Matrix n n ℂ) (φ : m → ℂ) (ψ : n → ℂ) :
    (A ⊗ₖ B) *ᵥ productState φ ψ = productState (A *ᵥ φ) (B *ᵥ ψ) := by
  ext ⟨i, j⟩
  simp only [Matrix.mulVec, dotProduct, productState, Matrix.kroneckerMap_apply,
    Fintype.sum_prod_type, Finset.sum_mul_sum]
  exact Finset.sum_congr rfl fun x _ => Finset.sum_congr rfl fun y _ => by ring

omit [DecidableEq m] [DecidableEq n] in
lemma product_dot (φ φ' : m → ℂ) (ψ ψ' : n → ℂ) :
    star (productState φ ψ) ⬝ᵥ productState φ' ψ' = (star φ ⬝ᵥ φ') * (star ψ ⬝ᵥ ψ') := by
  simp only [dotProduct, productState, Pi.star_apply, star_mul', Fintype.sum_prod_type,
    Finset.sum_mul_sum]
  exact Finset.sum_congr rfl fun x _ => Finset.sum_congr rfl fun y _ => by ring
```

H is Hermitian, because taking the adjoint only swaps the two terms of each bond. If also Bψ = bψ, then

H(φ⊗ψ) = (a + b)φ⊗ψ + T(φ⊗ψ).

```lean
omit [Fintype m] [Fintype n] in
lemma joined_isHermitian {A : Matrix m m ℂ} {B : Matrix n n ℂ} (hA : A.IsHermitian)
    (hB : B.IsHermitian) (C : κ → Matrix m m ℂ) (D : κ → Matrix n n ℂ) :
    (joined A B C D).IsHermitian := by
  unfold Matrix.IsHermitian joined hopping
  simp only [Matrix.conjTranspose_add, Matrix.conjTranspose_sum, Matrix.conjTranspose_kronecker,
    Matrix.conjTranspose_one, Matrix.conjTranspose_conjTranspose, hA.eq, hB.eq]
  congr 1
  exact Finset.sum_congr rfl fun k _ => add_comm _ _

lemma joined_mulVec {A : Matrix m m ℂ} {B : Matrix n n ℂ} (C : κ → Matrix m m ℂ)
    (D : κ → Matrix n n ℂ) {φ : m → ℂ} {ψ : n → ℂ} {a b : ℝ}
    (hφ : A *ᵥ φ = (a : ℂ) • φ) (hψ : B *ᵥ ψ = (b : ℂ) • ψ) :
    joined A B C D *ᵥ productState φ ψ
      = ((a + b : ℝ) : ℂ) • productState φ ψ + hopping C D *ᵥ productState φ ψ := by
  rw [joined, Matrix.add_mulVec, Matrix.add_mulVec, kron_mulVec, kron_mulVec,
    Matrix.one_mulVec, Matrix.one_mulVec, hφ, hψ]
  congr 1
  ext p
  simp only [productState, Pi.add_apply, Pi.smul_apply, smul_eq_mul]
  push_cast
  ring
```

The mean of Cₖ⊗Dₖ is ⟨φ,Cₖφ⟩⟨ψ,Dₖψ⟩ = 0. The adjoint term vanishes as well, since ⟨φ,Cₖ†φ⟩ is the complex conjugate of ⟨φ,Cₖφ⟩. Induction over the bonds (`hhop`) removes all of T, leaving

⟨φ⊗ψ,H(φ⊗ψ)⟩ = (a + b)⟨φ⊗ψ,φ⊗ψ⟩.

```lean
/-- Let each `C k` raise a Hermitian `N` by one. In a product of eigenstates of `A` and `B`, the
first also an eigenstate of `N`, the mean energy of the joined system is the sum `a + b`. -/
theorem product_energy {A N : Matrix m m ℂ} {B : Matrix n n ℂ} {C : κ → Matrix m m ℂ}
    (D : κ → Matrix n n ℂ) (hN : N.IsHermitian) (hC : ∀ k, N * C k - C k * N = C k)
    {φ : m → ℂ} {ψ : n → ℂ} {a b : ℝ} {ν : ℂ} (hφ : A *ᵥ φ = (a : ℂ) • φ)
    (hν : N *ᵥ φ = ν • φ) (hψ : B *ᵥ ψ = (b : ℂ) • ψ) :
    star (productState φ ψ) ⬝ᵥ joined A B C D *ᵥ productState φ ψ
      = ((a + b : ℝ) : ℂ) * (star (productState φ ψ) ⬝ᵥ productState φ ψ) := by
  -- every bond has zero mean
  have hhop : ∀ s : Finset κ, star (productState φ ψ) ⬝ᵥ
      (∑ k ∈ s, (C k ⊗ₖ D k + (C k)ᴴ ⊗ₖ (D k)ᴴ)) *ᵥ productState φ ψ = 0 := by
    classical
    intro s
    induction s using Finset.induction_on with
    | empty => simp
    | insert k s hk ih =>
      have h1 := mean_raising_eq_zero hN (hC k) hν
      have h2 : star φ ⬝ᵥ (C k)ᴴ *ᵥ φ = 0 := by
        rw [Matrix.dotProduct_mulVec, ← Matrix.star_mulVec, Matrix.star_dotProduct, h1, star_zero]
      rw [Finset.sum_insert hk, Matrix.add_mulVec, dotProduct_add, ih, Matrix.add_mulVec,
        dotProduct_add, kron_mulVec, kron_mulVec, product_dot, product_dot, h1, h2]
      ring
  rw [joined_mulVec C D hφ hψ, dotProduct_add, dotProduct_smul, smul_eq_mul, hopping,
    hhop Finset.univ, add_zero]
```

Now take a = EA and b = EB. The product state is nonzero, because φ and ψ each have a nonzero component, and the variational principle gives the bound.

```lean
/-- Joining two clusters by particle hopping never raises the energy: if `A`, `B`, `N` are
Hermitian, `N` commutes with `A` and each `C k` raises `N` by one, the ground energy of the
joined system is at most the sum of those of `A` and `B`. -/
theorem joined_groundEnergy_le {A N : Matrix m m ℂ} {B : Matrix n n ℂ}
    {C : κ → Matrix m m ℂ} {D : κ → Matrix n n ℂ} (hA : A.IsHermitian) (hB : B.IsHermitian)
    (hN : N.IsHermitian) (hNA : N * A = A * N) (hC : ∀ k, N * C k - C k * N = C k)
    {EA EB E : ℝ} (hEA : IsGroundEnergy A EA) (hEB : IsGroundEnergy B EB)
    (hE : IsGroundEnergy (joined A B C D) E) : E ≤ EA + EB := by
  obtain ⟨φ, ν, hφ0, hφ, hν⟩ := exists_number_eigenstate hNA hEA.1
  obtain ⟨ψ, hψ0, hψ⟩ := hEB.1
  have hne : productState φ ψ ≠ 0 := by
    obtain ⟨i, hi⟩ := Function.ne_iff.mp hφ0
    obtain ⟨j, hj⟩ := Function.ne_iff.mp hψ0
    exact fun h => mul_ne_zero hi hj (congrFun h (i, j))
  exact (variational_principle (joined_isHermitian hA hB C D) hE hne
    (product_energy D hN hC hφ hν hψ)).1
```

**Q.** What if the first cluster does not conserve N?

**A.** With no condition linking A to N, the bound can fail. Take N = diag(0, 1), let C send the empty state to the filled one and the filled one to zero, and set A = −(C + C†). Let the second cluster have a single state, with B = 0 and D = 1. Then EA + EB = −1, but H = A + C + C† = 0, so E = 1 + EA + EB. The source term in A gives its ground state a nonzero mean of C, and the coupling cancels that source term. This is a matrix example, not electron hopping: D = 1 removes no particle, and A mixes even and odd particle numbers. For electron hopping, with C = c†P as above, it is enough that A commutes with the parity P: its ground state can then be chosen with definite parity, and C has zero mean there.

**Q.** When does hopping actually lower the energy?

**A.** Suppose T(φ⊗ψ) ≠ 0 for eigenstates as above. If E were a + b, the equality case would make φ⊗ψ an eigenstate of H with energy a + b, and the formula for H(φ⊗ψ) would force T(φ⊗ψ) = 0. Hence E < a + b. Here φ is given as an eigenstate of N, so NA = AN is not assumed. The comparison is with EA + EB only if φ and ψ are ground states.

```lean
/-- Let `A`, `B`, `N` be Hermitian and each `C k` raise `N` by one. If hopping does not annihilate
a product of eigenstates of `A` and `B` with energies `a` and `b`, the first also an eigenstate
of `N`, the joined ground energy lies strictly below `a + b`. -/
theorem joined_groundEnergy_lt {A N : Matrix m m ℂ} {B : Matrix n n ℂ}
    {C : κ → Matrix m m ℂ} {D : κ → Matrix n n ℂ} (hA : A.IsHermitian) (hB : B.IsHermitian)
    (hN : N.IsHermitian) (hC : ∀ k, N * C k - C k * N = C k)
    {φ : m → ℂ} {ψ : n → ℂ} {a b E : ℝ} {ν : ℂ} (hφ : A *ᵥ φ = (a : ℂ) • φ)
    (hν : N *ᵥ φ = ν • φ) (hψ : B *ᵥ ψ = (b : ℂ) • ψ)
    (hhop : hopping C D *ᵥ productState φ ψ ≠ 0)
    (hE : IsGroundEnergy (joined A B C D) E) : E < a + b := by
  have hne : productState φ ψ ≠ 0 := fun h => hhop (by rw [h, Matrix.mulVec_zero])
  obtain ⟨hle, heq⟩ := variational_principle (joined_isHermitian hA hB C D) hE hne
    (product_energy D hN hC hφ hν hψ)
  refine lt_of_le_of_ne hle fun h => hhop ?_
  -- equality would make the product state an eigenstate, which hopping then annihilates
  have h1 := heq h.symm
  rw [joined_mulVec C D hφ hψ, ← h] at h1
  exact add_eq_left.mp h1
```

**Q.** Is there a case where all this happens?

**A.** Two spinless orbitals of energy ε, with D = C† and hopping amplitude 1. Hopping turns "empty, filled" into "filled, empty", which is not zero.

```lean
/-- A single orbital of energy `ε` with occupation `N` and creation matrix `C` meets the
relations, and hopping between two such orbitals does not annihilate the product of an empty and
a filled one. -/
theorem joined_witness (ε : ℝ) :
    let A : Matrix (Fin 2) (Fin 2) ℂ := !![0, 0; 0, (ε : ℂ)]
    let N : Matrix (Fin 2) (Fin 2) ℂ := !![0, 0; 0, 1]
    let C : Matrix (Fin 2) (Fin 2) ℂ := !![0, 0; 1, 0]
    A.IsHermitian ∧ N.IsHermitian ∧ N * A = A * N ∧ N * C - C * N = C ∧
      hopping (fun _ : Unit => C) (fun _ => Cᴴ) *ᵥ productState ![1, 0] ![0, 1] ≠ 0 := by
  intro A N C
  refine ⟨?_, ?_, ?_, ?_, fun h => ?_⟩
  · ext i j
    fin_cases i <;> fin_cases j <;> simp [A]
  · ext i j
    fin_cases i <;> fin_cases j <;> simp [N]
  · ext i j
    fin_cases i <;> fin_cases j <;> simp [A, N, Matrix.mul_apply, Fin.sum_univ_succ]
  · ext i j
    fin_cases i <;> fin_cases j <;> simp [N, C]
  · -- the particle arrives in the first orbital
    have h1 := congrFun h (1, 0)
    simp only [hopping, Finset.univ_unique, Finset.sum_singleton, Matrix.add_mulVec,
      kron_mulVec] at h1
    simp [C, productState, Matrix.mulVec, dotProduct, Fin.sum_univ_succ,
      Matrix.conjTranspose_apply] at h1

end JoinedClusters
```

With B = A, the joined levels are 0, 2ε and ε ± 1. The ground energy is therefore below ε, the energy of that product state, but it is below EA + EB = min(0, 2ε) only when |ε| < 1.

```lean
#print axioms JoinedClusters.exists_groundEnergy
#print axioms JoinedClusters.joined_groundEnergy_le
#print axioms JoinedClusters.joined_groundEnergy_lt
```

```
'JoinedClusters.exists_groundEnergy' depends on axioms: [propext, Classical.choice, Quot.sound]
'JoinedClusters.joined_groundEnergy_le' depends on axioms: [propext, Classical.choice, Quot.sound]
'JoinedClusters.joined_groundEnergy_lt' depends on axioms: [propext, Classical.choice, Quot.sound]
```
